# The closed-shell SCS-MP2 correlation energy lies between 28/45 and 6/5 of the MP2 one when all occupied levels lie below all virtual levels

**Q:** At the end of a closed-shell MP2 run with real orbitals, and with every occupied level below every virtual one, I have an opposite-spin energy $O$ and a same-spin energy $S$, which I combine into the spin-component-scaled energy $\tfrac65O+\tfrac13S$. Before I use it, I check that $2O\le S\le 0$. A pair of numbers that fails the test points to a fault, such as a wrong exchange index. What does the test rest on?

**A:** On two sums of squares. Let $i,j$ label occupied and $a,b$ virtual spatial orbitals, with energies $e$. Write $V_{iajb}$ for the real integral $(ia|jb)$, $V'_{iajb}=V_{ibja}$ for its exchange partner, and $D=e_a+e_b-e_i-e_j$. The components are

$$O=-\sum\frac{V_{iajb}^2}{D},\qquad S=-\sum\frac{V_{iajb}(V_{iajb}-V_{ibja})}{D}.$$

Here $S$ contains both the up-up and the down-down pairs, and $O+S$ is the usual closed-shell MP2 correlation energy. The file takes these formulas as definitions.

```lean
import Mathlib

open Finset

namespace SpinComponentScaledMP2

noncomputable section

variable {o v : Type*} [Fintype o] [Fintype v]

/-- The excitation gap `e_a + e_b - e_i - e_j` of a double excitation. -/
def gap (eo : o → ℝ) (ev : v → ℝ) (i : o) (a : v) (j : o) (b : v) : ℝ :=
  ev a + ev b - eo i - eo j

/-- The exchange partner `V_ibja` of the integral `V_iajb`. -/
def exchange (V : o → v → o → v → ℝ) : o → v → o → v → ℝ :=
  fun i a j b => V i b j a

/-- The sum of squared amplitudes `X_iajb` over the excitation gaps, for nonzero gaps. -/
def pairNorm (eo : o → ℝ) (ev : v → ℝ) (X : o → v → o → v → ℝ) : ℝ :=
  ∑ i, ∑ a, ∑ j, ∑ b, X i a j b ^ 2 / gap eo ev i a j b

/-- The opposite-spin part of the closed-shell MP2 energy, for nonzero gaps. -/
def oppositeSpin (eo : o → ℝ) (ev : v → ℝ) (V : o → v → o → v → ℝ) : ℝ :=
  -∑ i, ∑ a, ∑ j, ∑ b, V i a j b ^ 2 / gap eo ev i a j b

/-- The same-spin part of the closed-shell MP2 energy, for nonzero gaps. -/
def sameSpin (eo : o → ℝ) (ev : v → ℝ) (V : o → v → o → v → ℝ) : ℝ :=
  -∑ i, ∑ a, ∑ j, ∑ b, V i a j b * (V i a j b - V i b j a) / gap eo ev i a j b

/-- The closed-shell MP2 correlation energy, for nonzero gaps. -/
def mp2 (eo : o → ℝ) (ev : v → ℝ) (V : o → v → o → v → ℝ) : ℝ :=
  oppositeSpin eo ev V + sameSpin eo ev V

/-- The MP2 energy with its opposite-spin part scaled by `cos` and its same-spin part
scaled by `css`, for nonzero gaps. -/
def scaledMP2 (cos css : ℝ) (eo : o → ℝ) (ev : v → ℝ) (V : o → v → o → v → ℝ) : ℝ :=
  cos * oppositeSpin eo ev V + css * sameSpin eo ev V
```

**Q:** How much physics is in those definitions? I see no Hartree–Fock calculation.

**A:** There is none. The types `o` and `v` are finite sets of orbitals, `eo` and `ev` are arbitrary real levels, and `V` is an arbitrary real array. The energy formula presupposes canonical orbitals. Not even $V_{iajb}=V_{jbia}$ is assumed, so the bounds hold in particular for arrays that have this symmetry. The names `cos` and `css` are the opposite-spin and same-spin scale factors; no cosine is involved.

The values $6/5$ and $1/3$ are empirical. The usual motivation is that Hartree–Fock already keeps electrons of equal spin apart through antisymmetry, but leaves opposite spins uncorrelated; the scaling strengthens the opposite-spin part and weakens the other.

**Q:** Could the statement have started from spin orbitals instead?

**A:** Yes, with antisymmetrised integrals and a sum over spins. The formulas for $O$ and $S$ would then be derived by spin integration, and $S\le0$ would be visible at once, since each same-spin term is, up to a positive factor, minus a squared antisymmetrised integral over a gap. The cost would be spin bookkeeping before the first inequality.

**Q:** You need positive denominators. Where do they enter?

**A:** Through `hgap`, which says that every occupied level lies below every virtual one. This is equivalent to $D>0$ for all index choices: adding $e_i<e_a$ and $e_j<e_b$ gives $D>0$, and the case $i=j$, $a=b$ gives the converse. Define $N(X)=\sum X_{iajb}^2/D$, which is `pairNorm`. The docstrings call the entries of $X$ amplitudes; here they are integrals or their sums and differences, not the MP2 amplitudes, which contain a division by $D$. Every term is a square over a positive number, so $N(X)\ge0$.

```lean
variable {eo : o → ℝ} {ev : v → ℝ}

/-- If all occupied levels lie below all virtual levels, the gap-weighted sum of squares
is nonnegative. -/
theorem pairNorm_nonneg (hgap : ∀ i a, eo i < ev a) (X : o → v → o → v → ℝ) :
    0 ≤ pairNorm eo ev X := by
  refine sum_nonneg fun i _ => sum_nonneg fun a _ => sum_nonneg fun j _ =>
    sum_nonneg fun b _ => div_nonneg (sq_nonneg _) ?_
  unfold gap
  linarith [hgap i a, hgap j b]
```

If $N(X)=0$, each term must vanish, and hence each $X_{iajb}$. The code turns the four nested sums into one sum over quadruples, so that `sum_eq_zero_iff_of_nonneg` can pick out a single term.

```lean
/-- If all occupied levels lie below all virtual levels, the gap-weighted sum of squares
vanishes only when every amplitude vanishes. -/
theorem pairNorm_eq_zero_iff (hgap : ∀ i a, eo i < ev a) (X : o → v → o → v → ℝ) :
    pairNorm eo ev X = 0 ↔ X = 0 := by
  have hpos : ∀ i a j b, 0 < gap eo ev i a j b := fun i a j b => by
    unfold gap
    linarith [hgap i a, hgap j b]
  constructor
  · intro h
    -- a vanishing sum of nonnegative terms has vanishing terms
    have hs : ∑ p : o × v × o × v, X p.1 p.2.1 p.2.2.1 p.2.2.2 ^ 2 /
        gap eo ev p.1 p.2.1 p.2.2.1 p.2.2.2 = 0 := by
      simp only [Fintype.sum_prod_type]
      exact h
    funext i a j b
    have ht : X i a j b ^ 2 / gap eo ev i a j b = 0 :=
      (sum_eq_zero_iff_of_nonneg (fun p _ =>
        div_nonneg (sq_nonneg _) (hpos _ _ _ _).le)).1 hs (i, a, j, b) (mem_univ _)
    rcases div_eq_zero_iff.1 ht with h0 | h0
    · exact pow_eq_zero_iff (two_ne_zero) |>.1 h0
    · exact absurd h0 (hpos i a j b).ne'
  · rintro rfl
    simp [pairNorm]
```

**Q:** Now the squares. The product $V_{iajb}V_{ibja}$ can have either sign.

**A:** Call its weighted sum $C=\sum V_{iajb}V_{ibja}/D$. Exchanging the labels $a$ and $b$ leaves $D$ unchanged, so $N(V')=N(V)$. Expanding the squares gives

$$N(V-V')=2N(V)-2C,\qquad N(V+V')=2N(V)+2C.$$

Since $O=-N(V)$ and $S=-N(V)+C$,

$$S=-\tfrac12N(V-V'),\qquad S-2O=N(V)+C=\tfrac12N(V+V').$$

In the code, `hsw` is the relabelling, `hx` is $N(V)=N(V')$, `hS` expresses $S$ through $C$, and `hm` and `hp` are the two expansions. The final `linarith` combines them. On paper these identities need only nonzero gaps, of either sign; in Lean, where $x/0=0$, they hold for all levels.

```lean
/-- The same-spin energy is minus half the weighted square of `V_iajb - V_ibja`, and its
excess over twice the opposite-spin energy is half that of `V_iajb + V_ibja`. -/
theorem spin_components_as_squares (eo : o → ℝ) (ev : v → ℝ) (V : o → v → o → v → ℝ) :
    sameSpin eo ev V = -(1 / 2) * pairNorm eo ev (V - exchange V) ∧
    sameSpin eo ev V - 2 * oppositeSpin eo ev V
      = 1 / 2 * pairNorm eo ev (V + exchange V) := by
  have hsw (F : o → v → o → v → ℝ) :
      ∑ i, ∑ a, ∑ j, ∑ b, F i a j b = ∑ i, ∑ a, ∑ j, ∑ b, F i b j a := by
    refine sum_congr rfl fun i _ => ?_
    calc ∑ a, ∑ j, ∑ b, F i a j b = ∑ j, ∑ a, ∑ b, F i a j b := sum_comm
      _ = ∑ j, ∑ b, ∑ a, F i a j b := sum_congr rfl fun j _ => sum_comm
      _ = ∑ b, ∑ j, ∑ a, F i a j b := sum_comm
  -- exchanging the virtual labels leaves the gap, hence the weighted norm, unchanged
  have hx : pairNorm eo ev V = pairNorm eo ev (exchange V) := by
    refine (hsw fun i a j b => V i a j b ^ 2 / gap eo ev i a j b).trans ?_
    refine sum_congr rfl fun i _ => sum_congr rfl fun a _ => sum_congr rfl fun j _ =>
      sum_congr rfl fun b _ => ?_
    have hg : gap eo ev i b j a = gap eo ev i a j b := by
      unfold gap
      ring
    show V i b j a ^ 2 / gap eo ev i b j a = V i b j a ^ 2 / gap eo ev i a j b
    rw [hg]
  -- the cross term between direct and exchange integrals
  obtain ⟨C, hC⟩ : ∃ C, C = ∑ i, ∑ a, ∑ j, ∑ b,
      V i a j b * V i b j a / gap eo ev i a j b := ⟨_, rfl⟩
  have hS : sameSpin eo ev V = -(pairNorm eo ev V - C) := by
    rw [sameSpin]
    congr 1
    simp only [hC, pairNorm, ← sum_sub_distrib]
    refine sum_congr rfl fun i _ => sum_congr rfl fun a _ => sum_congr rfl fun j _ =>
      sum_congr rfl fun b _ => ?_
    ring
  have hm : pairNorm eo ev (V - exchange V)
      = pairNorm eo ev V + pairNorm eo ev (exchange V) - 2 * C := by
    simp only [hC, pairNorm, mul_sum, ← sum_add_distrib, ← sum_sub_distrib]
    refine sum_congr rfl fun i _ => sum_congr rfl fun a _ => sum_congr rfl fun j _ =>
      sum_congr rfl fun b _ => ?_
    simp only [Pi.sub_apply, exchange]
    ring
  have hp : pairNorm eo ev (V + exchange V)
      = pairNorm eo ev V + pairNorm eo ev (exchange V) + 2 * C := by
    simp only [hC, pairNorm, mul_sum, ← sum_add_distrib]
    refine sum_congr rfl fun i _ => sum_congr rfl fun a _ => sum_congr rfl fun j _ =>
      sum_congr rfl fun b _ => ?_
    simp only [Pi.add_apply, exchange]
    ring
  have hO : oppositeSpin eo ev V = -pairNorm eo ev V := rfl
  constructor <;> linarith
```

With $N\ge0$, the two identities give $S\le0$ and $2O\le S$, which is your test.

```lean
/-- If all occupied levels lie below all virtual levels, the same-spin energy is not positive
and not below twice the opposite-spin energy. -/
theorem sameSpin_bounds (hgap : ∀ i a, eo i < ev a) (V : o → v → o → v → ℝ) :
    2 * oppositeSpin eo ev V ≤ sameSpin eo ev V ∧ sameSpin eo ev V ≤ 0 := by
  obtain ⟨h1, h2⟩ := spin_components_as_squares eo ev V
  have hm := pairNorm_nonneg hgap (V - exchange V)
  have hp := pairNorm_nonneg hgap (V + exchange V)
  constructor <;> linarith
```

**Q:** A ratio also needs a nonzero denominator.

**A:** If some integral is nonzero, then $N(V)>0$, so $O<0$. Together with $S\le0$ this gives $E=O+S<0$. That is `mp2_neg`, with the condition written as `V ≠ 0`. For $V=0$ both energies vanish, and Lean's convention $0/0=0$ would violate the lower bound.

```lean
/-- If all occupied levels lie below all virtual levels and some integral is nonzero, the
MP2 energy is strictly negative. -/
theorem mp2_neg (hgap : ∀ i a, eo i < ev a) {V : o → v → o → v → ℝ} (hV : V ≠ 0) :
    mp2 eo ev V < 0 := by
  have hN : 0 < pairNorm eo ev V :=
    lt_of_le_of_ne (pairNorm_nonneg hgap V)
      (Ne.symm (mt (pairNorm_eq_zero_iff hgap V).1 hV))
  have hO : oppositeSpin eo ev V = -pairNorm eo ev V := rfl
  have hS := (sameSpin_bounds hgap V).2
  unfold mp2
  linarith
```

**Q:** And from the components to the ratio?

**A:** Let $c_{os}$ and $c_{ss}$ be the scale factors, with $c_{ss}\le c_{os}$, and let $F=c_{os}O+c_{ss}S$. Then

$$F-c_{os}E=-(c_{os}-c_{ss})S\ge0,$$

$$F-\frac{c_{os}+2c_{ss}}3E=-\frac{c_{os}-c_{ss}}3(S-2O)\le0.$$

Dividing by $E<0$ reverses both inequalities:

$$\frac{c_{os}+2c_{ss}}3\le\frac FE\le c_{os}.$$

The rewriting with `le_div_iff_of_neg` and `div_le_iff_of_neg` is this reversal, and `nlinarith` receives the two nonnegative products $(c_{os}-c_{ss})(S-2O)$ and $(c_{os}-c_{ss})(-S)$.

```lean
/-- With occupied levels below virtual levels, a nonzero integral and `css ≤ cos`, the ratio
of scaled to plain MP2 energy lies between `(cos + 2 css) / 3` and `cos`. -/
theorem scaled_ratio_bounds (hgap : ∀ i a, eo i < ev a) {V : o → v → o → v → ℝ}
    (hV : V ≠ 0) {cos css : ℝ} (hc : css ≤ cos) :
    (cos + 2 * css) / 3 ≤ scaledMP2 cos css eo ev V / mp2 eo ev V ∧
    scaledMP2 cos css eo ev V / mp2 eo ev V ≤ cos := by
  have hE := mp2_neg hgap hV
  obtain ⟨h1, h2⟩ := sameSpin_bounds hgap V
  -- division by the negative MP2 energy reverses the inequalities
  rw [le_div_iff_of_neg hE, div_le_iff_of_neg hE]
  unfold scaledMP2 mp2
  constructor
  · nlinarith [mul_nonneg (sub_nonneg.2 hc) (sub_nonneg.2 h1)]
  · nlinarith [mul_nonneg (sub_nonneg.2 hc) (neg_nonneg.2 h2)]
```

For $c_{os}=6/5$ and $c_{ss}=1/3$ the lower value is $(6/5+2/3)/3=28/45\approx0.622$.

```lean
/-- With occupied levels below virtual levels and a nonzero integral, the SCS-MP2 energy is
between `28/45` and `6/5` times the MP2 energy. -/
theorem scs_ratio_bounds (hgap : ∀ i a, eo i < ev a) {V : o → v → o → v → ℝ}
    (hV : V ≠ 0) :
    28 / 45 ≤ scaledMP2 (6 / 5) (1 / 3) eo ev V / mp2 eo ev V ∧
    scaledMP2 (6 / 5) (1 / 3) eo ev V / mp2 eo ev V ≤ 6 / 5 := by
  have h := scaled_ratio_bounds hgap hV (cos := 6 / 5) (css := 1 / 3) (by norm_num)
  exact ⟨le_trans (by norm_num) h.1, h.2⟩
```

**Q:** Show me numbers.

**A:** Take two occupied levels at $-\tfrac12$ and two virtual levels at $+\tfrac12$, so that every $D$ is $2$. Number the orbitals $0$ and $1$, and let the only nonzero integrals be $V_{0011}=V_{1100}=3$ and $V_{0110}=V_{1001}=1$, in arbitrary units. The exchange map swaps a 3 with a 1. Hence

$$O=-\frac{9+9+1+1}2=-10,\qquad S=-\frac{3\cdot2+3\cdot2-1\cdot2-1\cdot2}2=-4.$$

Indeed $-20\le-4\le0$. The MP2 energy is $-14$, the scaled one is $-12-\tfrac43=-\tfrac{40}3$, and the ratio is $20/21\approx0.952$. The array only illustrates the algebra and cannot come from a molecule: its diagonal integrals $V_{iaia}$ all vanish, which for Coulomb integrals would force every other entry to vanish too.

**Q:** When are the end values reached?

**A:** The upper value requires $S=0$, hence $N(V-V')=0$, hence $V'=V$. The lower value requires $S=2O$, hence $N(V+V')=0$, hence $V'=-V$. Both steps can be reversed. The code clears the denominator with `div_eq_iff`, obtains the vanishing norm by `linarith`, and applies `pairNorm_eq_zero_iff`. With a single virtual orbital, for example, the exchange map does nothing and the ratio is $6/5$.

```lean
/-- With occupied levels below virtual levels and a nonzero integral, the ratio is `6/5` exactly
when `V_ibja = V_iajb` throughout, and `28/45` exactly when `V_ibja = -V_iajb` throughout. -/
theorem scs_ratio_eq_iff (hgap : ∀ i a, eo i < ev a) {V : o → v → o → v → ℝ}
    (hV : V ≠ 0) :
    (scaledMP2 (6 / 5) (1 / 3) eo ev V / mp2 eo ev V = 6 / 5 ↔ exchange V = V) ∧
    (scaledMP2 (6 / 5) (1 / 3) eo ev V / mp2 eo ev V = 28 / 45 ↔ exchange V = -V) := by
  have hE := (mp2_neg hgap hV).ne
  obtain ⟨h1, h2⟩ := spin_components_as_squares eo ev V
  rw [div_eq_iff hE, div_eq_iff hE]
  unfold scaledMP2 mp2
  refine ⟨⟨fun h => ?_, fun h => ?_⟩, ⟨fun h => ?_, fun h => ?_⟩⟩
  · have h0 : pairNorm eo ev (V - exchange V) = 0 := by linarith
    exact (sub_eq_zero.1 ((pairNorm_eq_zero_iff hgap _).1 h0)).symm
  · have h0 : pairNorm eo ev (V - exchange V) = 0 :=
      (pairNorm_eq_zero_iff hgap _).2 (by rw [h, sub_self])
    linarith
  · have h0 : pairNorm eo ev (V + exchange V) = 0 := by linarith
    exact eq_neg_of_add_eq_zero_right ((pairNorm_eq_zero_iff hgap _).1 h0)
  · have h0 : pairNorm eo ev (V + exchange V) = 0 :=
      (pairNorm_eq_zero_iff hgap _).2 (by rw [h, add_neg_cancel])
    linarith
```

**Q:** An array with $V'=-V$ looks unphysical to me. Its diagonal would have to vanish.

**A:** It would. At $j=i$, $b=a$ the exchange map returns the same integral, so $V'=-V$ forces $V_{iaia}=-V_{iaia}=0$. One nonzero diagonal integral therefore makes the lower bound strict, and the next theorem is this argument by contradiction.

```lean
/-- With occupied levels below virtual levels, a single nonzero diagonal integral `V_iaia`
makes the lower bound `28/45` strict. -/
theorem scs_ratio_strict (hgap : ∀ i a, eo i < ev a) {V : o → v → o → v → ℝ}
    {i : o} {a : v} (hd : V i a i a ≠ 0) :
    28 / 45 < scaledMP2 (6 / 5) (1 / 3) eo ev V / mp2 eo ev V := by
  have hV : V ≠ 0 := by
    rintro rfl
    exact hd rfl
  refine lt_of_le_of_ne (scs_ratio_bounds hgap hV).1 fun he => hd ?_
  have hx := (scs_ratio_eq_iff hgap hV).2.1 he.symm
  have h2 : V i a i a = -V i a i a :=
    congrFun (congrFun (congrFun (congrFun hx i) a) i) a
  linarith
```

For true Coulomb integrals, $V_{iaia}$ is the self-repulsion of the real transition density $\phi_i\phi_a$, which is positive unless that density vanishes. The positivity of the Coulomb kernel is an additional physical input here; the theorem only takes a nonzero $V_{iaia}$ as its hypothesis.

**Q:** Then is $28/45$ merely a loose estimate?

**A:** For the class of arrays in the theorem it is the best constant, even if pair symmetry is imposed. The example is $V_{iajb}=(i-j)(a-b)$ on two occupied and two virtual orbitals, again numbered $0$ and $1$.

```lean
/-- The tensor `(i - j)(a - b)` on two occupied and two virtual orbitals. -/
def twist : Fin 2 → Fin 2 → Fin 2 → Fin 2 → ℝ :=
  fun i a j b => ((i.val : ℝ) - j.val) * ((a.val : ℝ) - b.val)
```

Swapping $a$ and $b$ changes its sign, while swapping the pairs $(i,a)$ and $(j,b)$ changes two signs and leaves it unchanged. The entry $V_{0011}=1$ shows that it is not zero. With the levels of the numerical example, $O=-2$ and $S=-4$, so the ratio is $(\tfrac{12}5+\tfrac43)/6=28/45$. The theorem gives the same ratio for any levels that satisfy `hgap`. Its diagonal vanishes, so this array shows that the bound is sharp for the algebraic model, not that a molecule reaches it.

```lean
/-- The tensor `(i - j)(a - b)` has the pair symmetry `V_iajb = V_jbia` and attains the ratio
`28/45` whenever the occupied levels lie below the virtual levels. -/
theorem lower_bound_attained {eo ev : Fin 2 → ℝ} (hgap : ∀ i a, eo i < ev a) :
    (∀ i a j b, twist i a j b = twist j b i a) ∧
    scaledMP2 (6 / 5) (1 / 3) eo ev twist / mp2 eo ev twist = 28 / 45 := by
  have hne : twist ≠ 0 := by
    intro h
    have h1 := congrFun (congrFun (congrFun (congrFun h 0) 0) 1) 1
    norm_num [twist] at h1
  refine ⟨fun i a j b => ?_, (scs_ratio_eq_iff hgap hne).2.2 ?_⟩
  · unfold twist
    ring
  · funext i a j b
    simp only [exchange, twist, Pi.neg_apply]
    ring

end

end SpinComponentScaledMP2
```

```lean
#print axioms SpinComponentScaledMP2.scs_ratio_bounds
#print axioms SpinComponentScaledMP2.scs_ratio_strict
#print axioms SpinComponentScaledMP2.lower_bound_attained
```

```
'SpinComponentScaledMP2.scs_ratio_bounds' depends on axioms: [propext, Classical.choice, Quot.sound]
'SpinComponentScaledMP2.scs_ratio_strict' depends on axioms: [propext, Classical.choice, Quot.sound]
'SpinComponentScaledMP2.lower_bound_attained' depends on axioms: [propext, Classical.choice, Quot.sound]
```

**Q:** So what may I conclude from a printed pair $O$, $S$?

**A:** For a closed shell with real canonical orbitals and a positive gap, a violation of $2O\le S\le0$ larger than rounding means that the numbers are not the two components defined here. Passing the test is only a necessary condition, and it tells you nothing about how close either energy is to the exact correlation energy.
